# In an isotropic elastic solid with fixed shear modulus $G>0$, each Poisson ratio in $(-1,\tfrac12)$ belongs to exactly one bulk modulus $K>0$

A continuum simulation of an isotropic, linear elastic solid may take the shear modulus $G$ and the Poisson ratio $\nu$ as input, while its stress routine needs the bulk modulus $K$. The code then computes

$$K=\frac{2G(1+\nu)}{3(1-2\nu)}.$$

For $G>0$, the input check $-1<\nu<\tfrac12$ accepts exactly those $\nu$ that some positive $K$ produces, and that $K$ is unique. With $G=30$ GPa and $\nu=\tfrac14$, for example, $K=50$ GPa.

```lean
import Mathlib

open Matrix

namespace IsotropicPoissonRatio

noncomputable section
```

This loads the Mathlib library and allows short names for matrix operations.

```lean
/-- Stress of an isotropic linear elastic solid with bulk modulus `K` and shear modulus `G`
under the strain `e`: a volumetric part plus a deviatoric part. -/
def hookeStress (K G : ℝ) (e : Matrix (Fin 3) (Fin 3) ℝ) : Matrix (Fin 3) (Fin 3) ℝ :=
  (K * e.trace) • 1 + (2 * G) • (e - (e.trace / 3) • 1)
```

The strain $e$ is a real $3\times3$ matrix, and its stress is

$$\sigma=K\,\mathrm{tr}(e)\,I+2G\left(e-\tfrac13\mathrm{tr}(e)\,I\right).$$

The symbol `•` multiplies a matrix by a number, and `1` is the identity matrix $I$. Symmetry of $e$ is not required, so the uniqueness proved below covers symmetric strains too. Single crystals with direction-dependent stiffness and large deformations are not covered.

```lean
/-- The Poisson ratio expressed through the bulk and shear moduli. -/
def poissonRatio (K G : ℝ) : ℝ := (3 * K - 2 * G) / (2 * (3 * K + G))
```

This defines $\nu=(3K-2G)/(2(3K+G))$. Its link to a measurement is proved further down.

```lean
/-- The Young modulus expressed through the bulk and shear moduli. -/
def youngModulus (K G : ℝ) : ℝ := 9 * K * G / (3 * K + G)
```

Likewise, $Y=9KG/(3K+G)$ is the Young modulus.

```lean
/-- The trace of the stress is `3 K` times the trace of the strain. -/
theorem trace_hookeStress (K G : ℝ) (e : Matrix (Fin 3) (Fin 3) ℝ) :
    (hookeStress K G e).trace = 3 * K * e.trace := by
  simp only [hookeStress, Matrix.trace_fin_three, Matrix.add_apply, Matrix.sub_apply,
    Matrix.smul_apply, Matrix.one_apply_eq, smul_eq_mul]
  ring
```

The deviatoric part has zero trace and $\mathrm{tr}\,I=3$, so $\mathrm{tr}\,\sigma=3K\,\mathrm{tr}\,e$. After `simp only` writes out the traces, `ring` does the algebra.

```lean
/-- For positive moduli, two strains with the same stress are equal. -/
theorem strain_unique {K G : ℝ} (hK : 0 < K) (hG : 0 < G)
    {e e' : Matrix (Fin 3) (Fin 3) ℝ} (h : hookeStress K G e = hookeStress K G e') :
    e = e' := by
  -- the volumetric parts agree
  have h1 := congrArg Matrix.trace h
  rw [trace_hookeStress, trace_hookeStress] at h1
  have h2 : e.trace = e'.trace := mul_left_cancel₀ (by positivity : 3 * K ≠ 0) h1
  -- hence so do the entries
  ext i j
  have h3 := congrArg (fun M : Matrix (Fin 3) (Fin 3) ℝ => M i j) h
  simp only [hookeStress, h2, Matrix.add_apply, Matrix.sub_apply, Matrix.smul_apply,
    smul_eq_mul] at h3
  have h4 : 2 * G * e i j = 2 * G * e' i j := by linear_combination h3
  exact mul_left_cancel₀ (by positivity : 2 * G ≠ 0) h4
```

The hypotheses `hK` and `hG` say that $K,G>0$: the solid resists both compression and shear. If two strains give the same stress, their traces agree, because $3K\neq0$. The trace terms then cancel, leaving $2Ge_{ij}=2Ge'_{ij}$, and $2G\neq0$ gives $e=e'$. The proof follows these steps, with `ext i j` passing to entries.

```lean
/-- Stress produced by an axial strain `a` together with equal transverse strains `b`. -/
theorem hookeStress_axial (K G a b : ℝ) :
    hookeStress K G (diagonal ![a, b, b]) =
      diagonal ![K * (a + 2 * b) + 4 * G / 3 * (a - b),
        K * (a + 2 * b) - 2 * G / 3 * (a - b), K * (a + 2 * b) - 2 * G / 3 * (a - b)] := by
  ext i j
  fin_cases i <;> fin_cases j <;>
    simp [hookeStress, Fin.sum_univ_succ] <;>
    ring
```

Here `diagonal ![a, b, b]` is the strain $\mathrm{diag}(a,b,b)$, with trace $a+2b$. Its deviatoric entries are $\tfrac23(a-b)$ along the axis and $-\tfrac13(a-b)$ across it. Multiplying by $2G$ and adding $K(a+2b)$ gives the stated stresses. Lean checks all nine entries.

```lean
/-- Tensile test for positive bulk and shear moduli: the stress is a pure tension `s` along the
first axis exactly when the axial strain is `s / Y`, both transverse strains are `-ν s / Y`, and
there is no shear strain. -/
theorem uniaxial_tension_iff {K G : ℝ} (hK : 0 < K) (hG : 0 < G) (s : ℝ)
    (e : Matrix (Fin 3) (Fin 3) ℝ) :
    hookeStress K G e = diagonal ![s, 0, 0] ↔
      e = diagonal ![s / youngModulus K G, -(poissonRatio K G * (s / youngModulus K G)),
        -(poissonRatio K G * (s / youngModulus K G))] := by
  have hν : poissonRatio K G * (2 * (3 * K + G)) = 3 * K - 2 * G :=
    div_mul_cancel₀ _ (by positivity)
  have hY : youngModulus K G = 2 * G * (1 + poissonRatio K G) := by
    rw [youngModulus, div_eq_iff (by positivity)]
    linear_combination (-G) * hν
  have hY0 : youngModulus K G ≠ 0 := by
    unfold youngModulus
    positivity
  have ha : s / youngModulus K G * youngModulus K G = s := div_mul_cancel₀ s hY0
  have key : hookeStress K G (diagonal ![s / youngModulus K G,
      -(poissonRatio K G * (s / youngModulus K G)),
      -(poissonRatio K G * (s / youngModulus K G))]) = diagonal ![s, 0, 0] := by
    rw [hookeStress_axial]
    generalize s / youngModulus K G = a at ha ⊢
    -- the lateral faces are free of stress
    have h2 : K * (a + 2 * -(poissonRatio K G * a))
        - 2 * G / 3 * (a - -(poissonRatio K G * a)) = 0 := by
      linear_combination (-a / 3) * hν
    -- the end faces carry the tension
    have h1 : K * (a + 2 * -(poissonRatio K G * a))
        + 4 * G / 3 * (a - -(poissonRatio K G * a)) = s := by
      linear_combination h2 + ha - a * hY
    rw [h1, h2]
  constructor
  · intro h
    exact strain_unique hK hG (h.trans key.symm)
  · intro h
    rw [h]
    exact key
```

This is the tensile test: a stress $\mathrm{diag}(s,0,0)$ occurs exactly for the strain $\mathrm{diag}(a,-\nu a,-\nu a)$ with $a=s/Y$. By hand, put $b=-\nu a$ in the transverse stress:

$$Ka(1-2\nu)-\tfrac{2G}{3}a(1+\nu)=\tfrac a3\left[3K-2G-2\nu(3K+G)\right]=0.$$

The axial stress exceeds the transverse one by $2G(a-b)=2G(1+\nu)a$. Since $1+\nu=9K/(2(3K+G))$, this equals $Ya=s$.

In Lean, `h2` and `h1` are these two calculations, and `linear_combination` verifies each from the named equations. They give `key`, that this strain produces the tension; `strain_unique` shows that no other strain does.

```lean
/-- For positive bulk and shear moduli, under a nonzero uniaxial tension the axial strain is
nonzero, and minus the ratio of either transverse strain to the axial strain is the Poisson ratio.
-/
theorem poissonRatio_eq_strain_ratio {K G s : ℝ} (hK : 0 < K) (hG : 0 < G) (hs : s ≠ 0)
    {e : Matrix (Fin 3) (Fin 3) ℝ} (h : hookeStress K G e = diagonal ![s, 0, 0]) :
    e 0 0 ≠ 0 ∧ -(e 1 1) / e 0 0 = poissonRatio K G ∧
      -(e 2 2) / e 0 0 = poissonRatio K G := by
  have he := (uniaxial_tension_iff hK hG s e).1 h
  have hY0 : youngModulus K G ≠ 0 := by
    unfold youngModulus
    positivity
  have h0 : e 0 0 = s / youngModulus K G := by rw [he]; simp
  have h1 : e 1 1 = -(poissonRatio K G * (s / youngModulus K G)) := by rw [he]; simp
  have h2 : e 2 2 = -(poissonRatio K G * (s / youngModulus K G)) := by rw [he]; simp
  have hne : s / youngModulus K G ≠ 0 := div_ne_zero hs hY0
  rw [h0, h1, h2, neg_neg]
  exact ⟨hne, mul_div_cancel_right₀ _ hne, mul_div_cancel_right₀ _ hne⟩
```

Lean numbers the axes 0, 1, 2. For $s\neq0$ the axial strain $e_{00}=s/Y$ is nonzero, and dividing gives $-e_{11}/e_{00}=-e_{22}/e_{00}=\nu$. The defined ratio is therefore the one that a tensile test measures in this model.

```lean
/-- For positive bulk and shear moduli the Poisson ratio lies strictly between `-1` and `1/2`. -/
theorem poissonRatio_bounds {K G : ℝ} (hK : 0 < K) (hG : 0 < G) :
    -1 < poissonRatio K G ∧ poissonRatio K G < 1 / 2 := by
  unfold poissonRatio
  constructor
  · rw [lt_div_iff₀ (by positivity)]
    linarith
  · rw [div_lt_iff₀ (by positivity)]
    linarith
```

Multiply each inequality by the positive number $2(3K+G)$. The lower bound becomes $-6K-2G<3K-2G$, or $0<9K$; the upper becomes $3K-2G<3K+G$, or $0<3G$. The proof clears the denominator in the same way, and `linarith` finishes.

```lean
/-- At fixed positive shear modulus the Poisson ratio increases strictly with the bulk modulus, as
long as the bulk modulus is positive. -/
theorem poissonRatio_strictMono {K K' G : ℝ} (hK : 0 < K) (hG : 0 < G) (h : K < K') :
    poissonRatio K G < poissonRatio K' G := by
  have hK' : 0 < K' := hK.trans h
  unfold poissonRatio
  rw [div_lt_div_iff₀ (by positivity) (by positivity)]
  nlinarith [mul_pos hG (sub_pos.2 h)]
```

For $K<K'$, cross-multiplication leaves a difference of $18G(K'-K)>0$ between the two sides. `nlinarith` is given the positive product $G(K'-K)$.

```lean
/-- For positive moduli and `ν < 1/2`, the Poisson ratio equals `ν` exactly when the bulk modulus
is `2 G (1 + ν) / (3 (1 - 2 ν))`. -/
theorem poissonRatio_eq_iff {K G ν : ℝ} (hK : 0 < K) (hG : 0 < G) (hν : ν < 1 / 2) :
    poissonRatio K G = ν ↔ K = 2 * G * (1 + ν) / (3 * (1 - 2 * ν)) := by
  have hd : 0 < 3 * (1 - 2 * ν) := by linarith
  rw [poissonRatio, div_eq_iff (by positivity), eq_div_iff hd.ne']
  constructor <;> intro h <;> linear_combination h
```

Clearing denominators turns $\nu=(3K-2G)/(2(3K+G))$ into $3K(1-2\nu)=2G(1+\nu)$. Since $\nu<\tfrac12$, we may divide by $3(1-2\nu)$, which yields the conversion formula.

```lean
/-- At fixed positive shear modulus, a number `ν` is the Poisson ratio for exactly one positive
bulk modulus if and only if `-1 < ν < 1/2`. -/
theorem existsUnique_bulkModulus_iff {G : ℝ} (hG : 0 < G) (ν : ℝ) :
    (∃! K : ℝ, 0 < K ∧ poissonRatio K G = ν) ↔ -1 < ν ∧ ν < 1 / 2 := by
  constructor
  · rintro ⟨K, ⟨hK, h⟩, -⟩
    rw [← h]
    exact poissonRatio_bounds hK hG
  · rintro ⟨h1, h2⟩
    -- both factors that fix the sign of the bulk modulus are positive
    have hn : 0 < 1 + ν := by linarith
    have hd : 0 < 1 - 2 * ν := by linarith
    have hK : 0 < 2 * G * (1 + ν) / (3 * (1 - 2 * ν)) :=
      div_pos (mul_pos (by positivity) hn) (mul_pos (by norm_num) hd)
    refine ⟨2 * G * (1 + ν) / (3 * (1 - 2 * ν)),
      ⟨hK, (poissonRatio_eq_iff hK hG h2).2 rfl⟩, ?_⟩
    rintro K' ⟨hK', h'⟩
    exact (poissonRatio_eq_iff hK' hG h2).1 h'

end

end IsotropicPoissonRatio
```

The symbol `∃!` means "there is exactly one". If such a $K$ exists, the bounds apply to its Poisson ratio. Conversely, for $-1<\nu<\tfrac12$ both $1+\nu$ and $1-2\nu$ are positive, so the formula gives a positive $K$. The previous theorem shows that this $K$ has ratio $\nu$, and that any other candidate `K'` equals it.

The model could also be written with the Lamé parameter $\lambda=K-\tfrac23G$, giving $\sigma=\lambda\,\mathrm{tr}(e)\,I+2Ge$ and $\nu=\lambda/(2(\lambda+G))$. The interval would be the same, but the condition $K>0$ would read $3\lambda+2G>0$, which permits some negative $\lambda$.

In code, the factor $1-2\nu$ in the denominator deserves attention: near $\nu=\tfrac12$, a small change in the input changes $K$ greatly.

```lean
#print axioms IsotropicPoissonRatio.poissonRatio_eq_strain_ratio
#print axioms IsotropicPoissonRatio.poissonRatio_strictMono
#print axioms IsotropicPoissonRatio.existsUnique_bulkModulus_iff
```

```
'IsotropicPoissonRatio.poissonRatio_eq_strain_ratio' depends on axioms: [propext, Classical.choice, Quot.sound]
'IsotropicPoissonRatio.poissonRatio_strictMono' depends on axioms: [propext, Classical.choice, Quot.sound]
'IsotropicPoissonRatio.existsUnique_bulkModulus_iff' depends on axioms: [propext, Classical.choice, Quot.sound]
```
